# Along a continuous family of normalised Floquet modes of fixed period, the quasienergy slope is the period average of ⟨u, (∂H/∂a)u⟩

Take a single level whose energy h(a,t) is driven with period T > 0 and depends on a parameter a, such as a field strength. With ħ = 1, a Floquet solution of the Schrödinger equation is exp(−i e t) u(t), where e is the real quasienergy and u has period T. For one level, u is a complex number obeying i du/dt = (h − e)u, so

u(t) = u(0) exp(−i ∫₀ᵗ (h(a,s) − e) ds).

For u ≠ 0, periodicity requires the integral over a full period to be 2πm with m an integer. Hence

e(a) = (1/T) ∫₀ᵀ h(a,t) dt − 2πm/T.

If u varies continuously with a, then m cannot jump, and e′(a) is the period average of ∂h/∂a. With several levels there is in general no such explicit solution, but periodicity still fixes the slope, through the overlap of two modes.

## From the overlap of two modes to the slope

Let H(a,t) be finite Hermitian matrices with a jointly continuous derivative H′ = ∂H/∂a. Let u(a,t) be jointly continuous unit vectors of period T in t, obeying i du/dt = (H − e(a))u with e(a) real. The claim is that e is differentiable and

e′(a) = (1/T) ∫₀ᵀ ⟨u(a,t), H′(a,t) u(a,t)⟩ dt.

Here ⟨x,y⟩ = Σᵢ x̄ᵢ yᵢ. No derivative of u with respect to a is assumed.

First let u be a mode of H with quasienergy ε, and v a mode of another Hamiltonian K with quasienergy η, both of period T. The product rule gives

d⟨u,v⟩/dt = i⟨(H − ε)u, v⟩ − i⟨u, (K − η)v⟩.

Since H is Hermitian and ε is real, H − ε can be moved to the right-hand state:

d⟨u,v⟩/dt = −i[⟨u, (K − H)v⟩ − (η − ε)⟨u,v⟩].

The overlap returns to its initial value after a period, so the left side integrates to zero and

(η − ε) ∫₀ᵀ ⟨u,v⟩ dt = ∫₀ᵀ ⟨u, (K − H)v⟩ dt.

Now compare the parameters a and b. Integrating H′ along the segment between them gives

H(b,t) − H(a,t) = (b − a) D(b,t),
D(b,t) = ∫₀¹ H′(a + s(b − a), t) ds.

Define

N(b) = ∫₀ᵀ ⟨u(a,t), u(b,t)⟩ dt,
M(b) = ∫₀ᵀ ⟨u(a,t), D(b,t) u(b,t)⟩ dt.

The difference formula becomes

(e(b) − e(a)) N(b) = (b − a) M(b).

Both N and M are continuous, because their integrands are jointly continuous and the interval is bounded. Normalisation gives N(a) = T, so N(b) ≠ 0 for b near a. For such b ≠ a,

(e(b) − e(a))/(b − a) = M(b)/N(b) → M(a)/T as b → a.

Since D(a,t) = H′(a,t), this limit is the claimed average.

## A spin in a rotating field, with numbers

Let T = 2π and let H(a,t) have zero diagonal, upper off-diagonal entry a exp(−it) and lower entry a exp(it). One branch of its quasienergies is

e(a) = √(a² + 1/4) − 1/2.

At a = 2/3 this gives e = 5/6 − 1/2 = 1/3, with the unit mode

u(t) = (exp(−it), 2)/√5.

Indeed Hu = (4exp(−it)/3, 2/3)/√5, so (H − 1/3)u = (exp(−it), 0)/√5, which is i du/dt.

Differentiating the branch gives e′ = a/√(a² + 1/4) = (2/3)/(5/6) = 4/5. On the other side, H′u = (2exp(−it), 1)/√5, so ⟨u, H′u⟩ = (2 + 2)/5 = 4/5 at every time, and so is its average.

## Floquet modes as periodic solutions

In Lean, the finite type `n` labels the basis states.

```lean
import Mathlib

open Matrix intervalIntegral
open Complex (I)

namespace FloquetHellmannFeynman

noncomputable section

variable {n : Type*} [Fintype n]
```

A mode is described by two properties: its period and its equation of motion. The scalar `-I` puts i du/dt = (H − ε)u into the form du/dt = −i(H − ε)u. Normalisation is a separate hypothesis of the main theorem.

```lean
/-- A Floquet mode `u` of the Hamiltonian `H(t)` with quasienergy `ε`: it has period `T`
and obeys `i du/dt = (H - ε) u`. -/
structure IsFloquetMode (H : ℝ → Matrix n n ℂ) (ε T : ℝ) (u : ℝ → n → ℂ) : Prop where
  periodic : Function.Periodic u T
  schrodinger : ∀ t, HasDerivAt u ((-I) • (H t *ᵥ u t - (ε : ℂ) • u t)) t
```

Another model would define exp(−i e T) as an eigenvalue of the one-period propagator. The periodic mode would then have to be constructed from an eigenvector, and e would be fixed only modulo 2π/T, so a statement about its slope would need a choice of branch. Here the function e is given together with the modes.

## The exact difference formula

The inner product ⟨x,y⟩ is written `star x ⬝ᵥ y`, and `*ᵥ` applies a matrix to a vector. Overlaps are finite sums of products, so they inherit continuity from the states.

```lean
/-- The overlap of two continuously varying state vectors is continuous. -/
theorem continuous_overlap {X : Type*} [TopologicalSpace X] {f g : X → n → ℂ}
    (hf : Continuous f) (hg : Continuous g) : Continuous fun x => star (f x) ⬝ᵥ g x := by
  simp only [dotProduct, Pi.star_apply]
  exact continuous_finsetSum _ fun i _ =>
    ((continuous_apply i).comp hf).star.mul ((continuous_apply i).comp hg)
```

The next lemma is the equation of motion for the overlap. Inside it, `product` is the product rule, taken component by component, and `key` moves H to the right-hand state. Only H has to be Hermitian; K is unrestricted.

```lean
variable {H K : ℝ → Matrix n n ℂ} {ε η T : ℝ} {u v : ℝ → n → ℂ}

/-- Equation of motion for the overlap of a mode of a Hermitian `H` with a mode of `K`. -/
theorem overlap_hasDerivAt (hH : ∀ t, (H t).IsHermitian) (hu : IsFloquetMode H ε T u)
    (hv : IsFloquetMode K η T v) (t : ℝ) :
    HasDerivAt (fun s => star (u s) ⬝ᵥ v s) (-I * (star (u t) ⬝ᵥ (K t - H t) *ᵥ v t
      - ((η - ε : ℝ) : ℂ) * (star (u t) ⬝ᵥ v t))) t := by
  have product : ∀ {u' v' : n → ℂ}, HasDerivAt u u' t → HasDerivAt v v' t →
      HasDerivAt (fun s => star (u s) ⬝ᵥ v s) (star u' ⬝ᵥ v t + star (u t) ⬝ᵥ v') t := by
    intro u' v' h k
    simp only [dotProduct, Pi.star_apply, ← Finset.sum_add_distrib]
    exact HasDerivAt.fun_sum fun i _ =>
      (hasDerivAt_pi.1 h i).star.fun_mul (hasDerivAt_pi.1 k i)
  -- Hermiticity moves `H` to the right-hand state
  have key : star (H t *ᵥ u t) ⬝ᵥ v t = star (u t) ⬝ᵥ H t *ᵥ v t := by
    rw [Matrix.star_mulVec, (hH t).eq, Matrix.dotProduct_mulVec]
  have hI : star (-I) = I := by simp
  have hε : star (ε : ℂ) = ε := Complex.conj_ofReal ε
  refine (product (hu.schrodinger t) (hv.schrodinger t)).congr_deriv ?_
  simp only [star_smul, star_sub, smul_dotProduct, sub_dotProduct, dotProduct_smul,
    dotProduct_sub, Matrix.sub_mulVec, key, hI, hε, smul_eq_mul, Complex.ofReal_sub]
  ring
```

Integration over a period uses the fundamental theorem of calculus. The equalities `pu` and `pv` make the boundary terms cancel, and division by −i leaves the difference formula. It is proved for K − H continuous in time, which makes the integrands continuous; neither state has to be normalised.

```lean
/-- Exact difference formula: for modes of a Hermitian `H` and of `K` with `K - H` continuous
in time, the quasienergy difference times the integrated overlap is the integrated matrix
element of `K - H`. -/
theorem quasienergy_difference (hH : ∀ t, (H t).IsHermitian) (hu : IsFloquetMode H ε T u)
    (hv : IsFloquetMode K η T v) (hc : Continuous fun t => K t - H t) :
    ((η - ε : ℝ) : ℂ) * ∫ t in (0 : ℝ)..T, star (u t) ⬝ᵥ v t
      = ∫ t in (0 : ℝ)..T, star (u t) ⬝ᵥ (K t - H t) *ᵥ v t := by
  have cu : Continuous u :=
    continuous_iff_continuousAt.2 fun t => (hu.schrodinger t).continuousAt
  have cv : Continuous v :=
    continuous_iff_continuousAt.2 fun t => (hv.schrodinger t).continuousAt
  have c1 := continuous_overlap cu (hc.matrix_mulVec cv)
  have c2 := (continuous_overlap cu cv).const_mul ((η - ε : ℝ) : ℂ)
  have pu : u T = u 0 := by simpa using hu.periodic 0
  have pv : v T = v 0 := by simpa using hv.periodic 0
  -- the overlap returns to its initial value after one period
  have h := integral_eq_sub_of_hasDerivAt (a := 0) (b := T)
    (fun t _ => overlap_hasDerivAt hH hu hv t)
    (((c1.sub c2).const_mul (-I)).intervalIntegrable _ _)
  rw [pu, pv, sub_self, intervalIntegral.integral_const_mul, intervalIntegral.integral_sub
    (c1.intervalIntegrable _ _) (c2.intervalIntegrable _ _),
    intervalIntegral.integral_const_mul] at h
  exact (sub_eq_zero.1 ((mul_eq_zero.1 h).resolve_left (neg_ne_zero.2 Complex.I_ne_zero))).symm
```

## The increment of the Hamiltonian

The prime in `H'` denotes the derivative with respect to the parameter, not time. The matrix `D` is the segment average from the derivation, built entry by entry. Its joint continuity comes from continuity of integrals that depend on parameters; the increment identity comes from the chain rule and the fundamental theorem.

```lean
omit [Fintype n] in
/-- If `H` has the jointly continuous parameter derivative `H'`, its increment from `a` to `b`
is `b - a` times a jointly continuous matrix that equals `H'` at `b = a`. -/
theorem hamiltonian_increment {H H' : ℝ → ℝ → Matrix n n ℂ}
    (hH' : ∀ a t i j, HasDerivAt (fun b => H b t i j) (H' a t i j) a)
    (cH' : Continuous fun p : ℝ × ℝ => H' p.1 p.2) (a : ℝ) :
    ∃ D : ℝ → ℝ → Matrix n n ℂ, Continuous (fun p : ℝ × ℝ => D p.1 p.2) ∧
      (∀ t, D a t = H' a t) ∧ ∀ b t, H b t - H a t = ((b - a : ℝ) : ℂ) • D b t := by
  -- average the derivative along the segment from `a` to `b`
  refine ⟨fun b t => Matrix.of fun i j => ∫ s in (0 : ℝ)..1, H' (a + s * (b - a)) t i j,
    continuous_matrix fun i j => ?_, fun t => by ext i j; simp, fun b t => ?_⟩
  · exact continuous_parametric_intervalIntegral_of_continuous'
      (f := fun (p : ℝ × ℝ) s => H' (a + s * (p.1 - a)) p.2 i j)
      ((cH'.matrix_elem i j).comp
        (f := fun q : (ℝ × ℝ) × ℝ => (a + q.2 * (q.1.1 - a), q.1.2)) (by fun_prop)) 0 1
  · ext i j
    have c : Continuous fun s : ℝ => H' (a + s * (b - a)) t i j :=
      (cH'.matrix_elem i j).comp (f := fun s : ℝ => (a + s * (b - a), t)) (by fun_prop)
    have d : ∀ s : ℝ, HasDerivAt (fun s : ℝ => H (a + s * (b - a)) t i j)
        ((b - a) • H' (a + s * (b - a)) t i j) s := by
      intro s
      have hs : HasDerivAt (fun s : ℝ => a + s * (b - a)) (b - a) s :=
        (((hasDerivAt_id' s).mul_const (b - a)).const_add a).congr_deriv (one_mul _)
      exact HasDerivAt.scomp (g₁ := fun x => H x t i j) (h := fun s : ℝ => a + s * (b - a))
        s (hH' (a + s * (b - a)) t i j) hs
    have h := integral_eq_sub_of_hasDerivAt (a := 0) (b := 1) (fun s _ => d s)
      ((c.const_smul (b - a)).intervalIntegrable _ _)
    rw [intervalIntegral.integral_smul] at h
    simp only [zero_mul, add_zero, one_mul, add_sub_cancel] at h
    simp only [Matrix.sub_apply, Matrix.smul_apply, Matrix.of_apply, smul_eq_mul]
    rw [← h, Complex.real_smul]
```

## The slope of the quasienergy

In the main theorem, `H a t`, `u a t` and `e a` are the Hamiltonian, mode and quasienergy, with the parameter before the time. The hypotheses require a positive period that is the same for all a, Hermitian matrices, a jointly continuous `H'`, and jointly continuous normalised modes. The conclusion `HasDerivAt` contains both differentiability and the value of the slope. It treats e as a complex-valued function because the average is written as a complex number; since e is real, the slope is real.

The continuous family of modes is assumed, not constructed. Physically, it means following one Floquet state as the parameter changes, with a consistent phase and quasienergy branch. A diagonalisation carried out separately at each a does not supply this by itself, particularly near degeneracies. Applying the result to an atom or molecule also involves replacing its infinite-dimensional Hamiltonian by a finite matrix, a step whose error the hypotheses do not control.

In the proof, `rel` is the relation between N and M, and `Na` says that N(a) = T. The final lines identify the difference quotient with M(b)/N(b) for b near but different from a, and take the limit.

```lean
/-- Hellmann-Feynman theorem for quasienergies: for a Hermitian `H` with jointly continuous
parameter derivative `H'` and jointly continuous normalised Floquet modes of period `T > 0`,
the quasienergy is differentiable and its slope is the period average of `⟨u, H' u⟩`. -/
theorem floquet_hellmann_feynman {H H' : ℝ → ℝ → Matrix n n ℂ} {e : ℝ → ℝ}
    {u : ℝ → ℝ → n → ℂ} (hT : 0 < T) (hH : ∀ a t, (H a t).IsHermitian)
    (hH' : ∀ a t i j, HasDerivAt (fun b => H b t i j) (H' a t i j) a)
    (cH' : Continuous fun p : ℝ × ℝ => H' p.1 p.2)
    (cu : Continuous fun p : ℝ × ℝ => u p.1 p.2)
    (hu : ∀ a, IsFloquetMode (H a) (e a) T (u a))
    (hn : ∀ a t, star (u a t) ⬝ᵥ u a t = 1) (a : ℝ) :
    HasDerivAt (fun b => (e b : ℂ))
      ((∫ t in (0 : ℝ)..T, star (u a t) ⬝ᵥ H' a t *ᵥ u a t) / T) a := by
  obtain ⟨D, cD, Da, hD⟩ := hamiltonian_increment hH' cH' a
  obtain ⟨N, hN⟩ : ∃ N : ℝ → ℂ, N = fun b => ∫ t in (0 : ℝ)..T, star (u a t) ⬝ᵥ u b t :=
    ⟨_, rfl⟩
  obtain ⟨M, hM⟩ : ∃ M : ℝ → ℂ,
      M = fun b => ∫ t in (0 : ℝ)..T, star (u a t) ⬝ᵥ D b t *ᵥ u b t := ⟨_, rfl⟩
  have ca : Continuous fun p : ℝ × ℝ => u a p.2 :=
    cu.comp (f := fun p : ℝ × ℝ => (a, p.2)) (by fun_prop)
  have cN : Continuous N := by
    rw [hN]
    exact continuous_parametric_intervalIntegral_of_continuous'
      (f := fun b t => star (u a t) ⬝ᵥ u b t) (continuous_overlap ca cu) 0 T
  have cM : Continuous M := by
    rw [hM]
    exact continuous_parametric_intervalIntegral_of_continuous'
      (f := fun b t => star (u a t) ⬝ᵥ D b t *ᵥ u b t)
      (continuous_overlap ca (cD.matrix_mulVec cu)) 0 T
  -- the exact difference formula between the parameters `a` and `b`
  have rel : ∀ b, ((e b - e a : ℝ) : ℂ) * N b = ((b - a : ℝ) : ℂ) * M b := by
    intro b
    have cb : Continuous fun t => D b t := cD.comp (f := fun t : ℝ => (b, t)) (by fun_prop)
    have h := quasienergy_difference (hH a) (hu a) (hu b)
      (by simp only [hD]; exact cb.const_smul ((b - a : ℝ) : ℂ))
    simp only [hD, Matrix.smul_mulVec, dotProduct_smul, smul_eq_mul,
      intervalIntegral.integral_const_mul] at h
    simpa only [hN, hM] using h
  have Na : N a = T := by simp [hN, hn]
  have Na0 : N a ≠ 0 := by rw [Na]; exact Complex.ofReal_ne_zero.2 hT.ne'
  -- divide by `b - a` and let `b` tend to `a`
  refine HasDerivAt.congr_deriv ?_ (show M a / N a = _ by simp only [Na, hM, Da])
  rw [hasDerivAt_iff_tendsto_slope]
  refine (((cM.tendsto a).div (cN.tendsto a) Na0).mono_left nhdsWithin_le_nhds).congr' ?_
  filter_upwards [self_mem_nhdsWithin,
    nhdsWithin_le_nhds (cN.continuousAt.eventually_ne Na0)] with b hb hNb
  have hba : ((b - a : ℝ) : ℂ) ≠ 0 := Complex.ofReal_ne_zero.2 (sub_ne_zero.2 hb)
  rw [Pi.div_apply, slope_def_module, Complex.real_smul, div_eq_iff hNb,
    ← Complex.ofReal_sub, mul_assoc, rel b, Complex.ofReal_inv, inv_mul_cancel_left₀ hba]
```

For a finite-matrix model with coupling −Fμ cos ωt, where F is the field amplitude, ω the frequency and μ the dipole matrix, the theorem gives the slope in F as minus the period average of cos ωt ⟨u, μu⟩. This links quasienergy derivatives to the dipole response. The theorem covers exact modes of the matrix model; approximate modes, including variational ones, are outside its hypotheses.

## A modulated two-level system

A simple example satisfies the hypotheses. Its level energies are ±(a + cos t), so the Hamiltonian is (a + cos t)σz, where σz is the diagonal matrix with entries 1 and −1.

```lean
/-- The Pauli matrix that distinguishes the two levels. -/
def sigmaZ : Matrix (Fin 2) (Fin 2) ℂ := !![1, 0; 0, -1]

/-- A two-level system whose level energies `±(a + cos t)` are modulated in time. -/
def modulated (a t : ℝ) : Matrix (Fin 2) (Fin 2) ℂ := ((a + Real.cos t : ℝ) : ℂ) • sigmaZ
```

Apart from the Floquet factor exp(−i a t), the first basis state (the upper component) acquires only a periodic phase, so its mode is u(t) = (exp(−i sin t), 0).

```lean
/-- The first basis state multiplied by the phase factor `exp(-i sin t)`. -/
def upperMode (t : ℝ) : Fin 2 → ℂ := ![Complex.exp (-I * Real.sin t), 0]
```

Differentiation gives i du/dt = cos t · u, which equals (H − a)u, so the quasienergy is a. The theorem below checks Hermiticity, the parameter derivative, the mode conditions with period 2π, and normalisation. The two continuity hypotheses are immediate, since neither σz nor u depends on a and u is continuous in time. The average of ⟨u, σz u⟩ is 1, in agreement with the slope of e(a) = a.

In the proof, `hz` records that σz leaves this mode unchanged. The equation of motion is then checked in each component, and the two opposite phases in the norm cancel.

```lean
/-- The modulated two-level system is Hermitian with parameter derivative `sigmaZ`, and
`upperMode` is its normalised Floquet mode of period `2π` with quasienergy `a`. -/
theorem floquet_hellmann_feynman_witness :
    (∀ a t, (modulated a t).IsHermitian) ∧
    (∀ a t i j, HasDerivAt (fun b => modulated b t i j) (sigmaZ i j) a) ∧
    (∀ a, IsFloquetMode (modulated a) a (2 * Real.pi) upperMode) ∧
    ∀ t, star (upperMode t) ⬝ᵥ upperMode t = 1 := by
  have herm : ∀ r : ℝ, ((r : ℂ) • sigmaZ).IsHermitian := by
    intro r
    ext i j
    fin_cases i <;> fin_cases j <;> simp [sigmaZ]
  refine ⟨fun a t => herm _, fun a t i j => ?_, fun a => ⟨fun t => ?_, fun t => ?_⟩,
    fun t => ?_⟩
  · exact (((hasDerivAt_id' a).add_const (Real.cos t)).ofReal_comp.mul_const
      (sigmaZ i j)).congr_deriv (by simp)
  · simp only [upperMode, Real.sin_add_two_pi]
  · have hz : sigmaZ *ᵥ upperMode t = upperMode t := by
      ext i
      fin_cases i <;> simp [sigmaZ, upperMode, Matrix.mulVec, dotProduct, Fin.sum_univ_two]
    rw [modulated, Matrix.smul_mulVec, hz]
    refine hasDerivAt_pi.2 (Fin.forall_fin_two.2 ⟨?_, ?_⟩)
    · change HasDerivAt (fun s : ℝ => Complex.exp (-I * Real.sin s))
        (-I * (((a + Real.cos t : ℝ) : ℂ) * Complex.exp (-I * Real.sin t)
          - a * Complex.exp (-I * Real.sin t))) t
      exact ((Real.hasDerivAt_sin t).ofReal_comp.const_mul (-I)).cexp.congr_deriv
        (by push_cast; ring)
    · change HasDerivAt (fun _ : ℝ => (0 : ℂ))
        (-I * (((a + Real.cos t : ℝ) : ℂ) * 0 - a * 0)) t
      exact (hasDerivAt_const t (0 : ℂ)).congr_deriv (by ring)
  · simp only [dotProduct, Fin.sum_univ_two]
    change (starRingEnd ℂ) (Complex.exp (-I * Real.sin t)) * Complex.exp (-I * Real.sin t)
      + (starRingEnd ℂ) 0 * 0 = 1
    generalize Real.sin t = s
    rw [← Complex.exp_conj, ← Complex.exp_add]
    simp

end

end FloquetHellmannFeynman
```

```lean
#print axioms FloquetHellmannFeynman.floquet_hellmann_feynman
```

```
'FloquetHellmannFeynman.floquet_hellmann_feynman' depends on axioms: [propext, Classical.choice, Quot.sound]
```
